# In a nonzero uniform field, a bounded continuous potential on the line leaves packet energies without a lower bound

## A free packet moved downhill

Take one electron on a line, in atomic units, with no potential except that of a uniform field, $Fx$ with $F>0$. The force is $-F$, so downhill is to the left. Let the electron be in the real packet

$$\psi(x)=\frac{1+\cos x}{\sqrt{3\pi}}\quad(|x|\le\pi),\qquad \psi(x)=0\quad\text{otherwise}.$$

The function and its slope both vanish at $x=\pm\pi$, so $\psi$ is continuously differentiable. Since $\int_{-\pi}^{\pi}(1+\cos x)^2dx=2\pi+\pi=3\pi$, it is normalized. Its mean position is zero by symmetry, and its kinetic energy is

$$\frac12\int\psi'^2\,dx=\frac{1}{2}\cdot\frac{1}{3\pi}\int_{-\pi}^{\pi}\sin^2x\,dx=\frac16 .$$

Now move the packet to the left by $a$, which gives $\psi(x+a)$. Its shape is unchanged, so its kinetic energy is still $1/6$, while its mean position is $-a$. The energy is therefore

$$E(a)=\frac16-Fa,$$

which falls below any given value once $a$ is large enough.

An atom adds a potential $V$ near the origin. If $V$ is bounded, it can shift this straight line only by a bounded amount, and the descent continues.

## The statement and its Lean form

For a real function $\varphi$, write

$$T[\varphi]=\int\frac{\varphi'^2}{2}\,dx,\qquad \langle W\rangle_\varphi=\int W\varphi^2\,dx,$$

$$E_F[\varphi]=\int\Big(\frac{\varphi'^2}{2}+(V(x)+Fx)\,\varphi^2\Big)dx .$$

These are `kineticEnergy φ`, `expect W φ` and `starkEnergy V F φ`. A trial packet, `IsTrial ψ`, is a real $C^1$ function on the line with compact support and $\int\psi^2dx=1$. The displaced packet $\psi_a(x)=\psi(x+a)$ is `displaced a ψ`; positive $a$ moves it to the left.

The potential is assumed continuous, with a number $M$ such that $|V(x)|\le M$ for all $x$ (`hM`). Physically, the atom has no singularity, and no wall rises at large distance to hold the electron against the field. Under these assumptions there are three main results:

- `energy_tendsto_atBot`: if $F>0$, then $E_F[\psi_a]\to-\infty$ as $a\to\infty$, for every trial packet $\psi$.
- `bddBelow_iff_field_zero`: the set of energies of all trial packets has a lower bound if and only if $F=0$.
- `no_ground_state`: if $F\ne0$, of either sign, no trial packet has the least energy among trial packets.

The second result is the one that separates $F=0$ from $F\neq0$. A missing minimizer alone would not do so, because trial packets have compact support. A minimizing packet would solve the Schrödinger equation, and a solution that vanishes on an interval vanishes everywhere. So at $F=0$ too no trial packet has the least energy, even if the atom has a ground state, whose wave function then has tails without end. For $V=0$ and $F=0$ this is seen directly: ever wider packets have kinetic energies approaching zero, yet none reaches it.

The model has one electron, one dimension and real wave functions. A bare Coulomb potential is excluded because it is unbounded. The theorems concern energy expectation values; resonance positions, lifetimes and ionization rates need other methods.

For this one-electron model with bounded $V$, the result bears on variational calculations in a static field: if the basis is extended so that it can represent one packet of fixed shape displaced ever further downhill, the lowest energy falls without limit.

## From displacement to an energy without a floor

**Splitting the energy.** Each term of the integrand is continuous and vanishes outside a bounded interval, so the terms can be integrated separately:

$$E_F[\psi]=T[\psi]+\langle V\rangle_\psi+F\langle x\rangle_\psi .$$

**Displacing the packet.** The function $\psi_a$ is again $C^1$ with compact support, and $\psi_a'(x)=\psi'(x+a)$. Substituting $y=x+a$ gives

$$\int\psi_a^2\,dx=\int\psi(y)^2dy=1,\qquad T[\psi_a]=\int\frac{\psi'(y)^2}{2}\,dy=T[\psi],$$

$$\langle x\rangle_{\psi_a}=\int(y-a)\,\psi(y)^2dy=\langle x\rangle_\psi-a .$$

The last step uses the normalization.

**Bounding the atomic potential.** For every trial packet $\varphi$,

$$|\langle V\rangle_\varphi|\le\int|V|\varphi^2dx\le M\int\varphi^2dx=M .$$

Applying the splitting to $\psi_a$ and inserting these results gives

$$\big|E_F[\psi_a]-(T[\psi]+F\langle x\rangle_\psi-Fa)\big|\le M .$$

**Taking the limit.** Let $F>0$ and let $b$ be any real number. If

$$a\ge\frac{T[\psi]+F\langle x\rangle_\psi+M-b}{F},$$

then $E_F[\psi_a]\le T[\psi]+F\langle x\rangle_\psi+M-Fa\le b$. This is the limit $-\infty$.

**Either sign of the field.** Let $F\neq0$ and suppose that $B$ were a lower bound for all trial energies. Take any trial packet $\psi$, such as the cosine packet above, and choose $a$ so that

$$Fa=T[\psi]+F\langle x\rangle_\psi+M-B+1 .$$

Then $E_F[\psi_a]\le B-1$, a contradiction. For $F<0$ the required $a$ is negative and the packet moves to the right, which is then downhill.

**Zero field.** If $F=0$, then $E_0[\varphi]=T[\varphi]+\langle V\rangle_\varphi\ge0-M$, so $-M$ is a lower bound.

**No minimizer.** The energy of a minimizing trial packet would be a lower bound for all trial energies. For $F\neq0$ there is none.

## A soft-core atom with numbers

Let $V(x)=-1/\sqrt{1+x^2}$, so that $M=1$, and let $F=0.01$. Without the field, every trial energy is at least $-1$. For the cosine packet, the displacement estimate reads

$$\big|E_F[\psi_a]-(\tfrac16-0.01\,a)\big|\le1 .$$

At $a=217$ the straight line has the value $0.1667-2.17=-2.0033$, so the energy lies between $-3.0033$ and $-1.0033$. A packet 217 bohr downhill thus has less energy than any trial packet of the field-free atom. The width of the interval comes from the worst-case bound $M=1$; so far from the atom $V$ is only about $-0.005$, and the energy is in fact close to $-2.01$. To guarantee an energy of at most $-10$, it is enough to take $a\ge(0.1667+1+10)/0.01\approx1117$.

## The complete Lean file

```lean
import Mathlib

open MeasureTheory Filter

namespace StarkNoGroundState

noncomputable section

/-- A trial packet: a real, continuously differentiable, compactly supported wave function
on the line with `∫ ψ² = 1`. -/
structure IsTrial (ψ : ℝ → ℝ) : Prop where
  smooth : ContDiff ℝ 1 ψ
  compact : HasCompactSupport ψ
  normalized : ∫ x, ψ x ^ 2 = 1

/-- The kinetic energy `∫ φ'² / 2`, in atomic units. -/
def kineticEnergy (φ : ℝ → ℝ) : ℝ := ∫ x, (deriv φ x) ^ 2 / 2

/-- The mean value `∫ W φ²` of a function `W` of position in the state `φ`. -/
def expect (W φ : ℝ → ℝ) : ℝ := ∫ x, W x * φ x ^ 2

/-- The energy of `φ` in the potential `V` and a uniform field of strength `F`. -/
def starkEnergy (V : ℝ → ℝ) (F : ℝ) (φ : ℝ → ℝ) : ℝ :=
  ∫ x, ((deriv φ x) ^ 2 / 2 + (V x + F * x) * φ x ^ 2)

/-- The packet `ψ(x + a)`, which is `ψ` moved by `a` to the left. -/
def displaced (a : ℝ) (ψ : ℝ → ℝ) : ℝ → ℝ := fun x => ψ (x + a)

/-- A continuous function of position has an integrable density `W ψ²` in a trial packet. -/
theorem integrable_density {W ψ : ℝ → ℝ} (hψ : IsTrial ψ) (hW : Continuous W) :
    Integrable (fun x => W x * ψ x ^ 2) := by
  refine Continuous.integrable_of_hasCompactSupport
    (hW.mul (hψ.smooth.continuous.pow 2)) (hψ.compact.mono ?_)
  intro x hx
  rw [Function.mem_support] at hx ⊢
  intro h0
  exact hx (by simp [h0])

/-- For a continuous potential, the energy of a trial packet is its kinetic energy plus the
mean potential plus `F` times the mean position. -/
theorem energy_split {V ψ : ℝ → ℝ} (hψ : IsTrial ψ) (hV : Continuous V) (F : ℝ) :
    starkEnergy V F ψ = kineticEnergy ψ + expect V ψ + F * expect (fun x => x) ψ := by
  have h1 : Integrable (fun x => (deriv ψ x) ^ 2 / 2) := by
    refine Continuous.integrable_of_hasCompactSupport
      ((hψ.smooth.continuous_deriv_one.pow 2).div_const 2) (hψ.compact.deriv.mono ?_)
    intro x hx
    rw [Function.mem_support] at hx ⊢
    intro h0
    exact hx (by simp [h0])
  have h2 := integrable_density hψ hV
  have h3 : Integrable (fun x : ℝ => F * (x * ψ x ^ 2)) :=
    (integrable_density hψ continuous_id).const_mul F
  have h12 : Integrable (fun x => (deriv ψ x) ^ 2 / 2 + V x * ψ x ^ 2) := h1.add h2
  have e : (fun x => (deriv ψ x) ^ 2 / 2 + (V x + F * x) * ψ x ^ 2) =
      fun x => ((deriv ψ x) ^ 2 / 2 + V x * ψ x ^ 2) + F * (x * ψ x ^ 2) := by
    funext x
    ring
  show (∫ x, ((deriv ψ x) ^ 2 / 2 + (V x + F * x) * ψ x ^ 2)) =
    (∫ x, (deriv ψ x) ^ 2 / 2) + (∫ x, V x * ψ x ^ 2) + F * ∫ x, x * ψ x ^ 2
  rw [e, integral_add h12 h3, integral_add h1 h2, integral_const_mul]

/-- A displaced trial packet is again a trial packet. -/
theorem trial_displaced {ψ : ℝ → ℝ} (hψ : IsTrial ψ) (a : ℝ) : IsTrial (displaced a ψ) where
  smooth := hψ.smooth.comp (contDiff_id.add contDiff_const)
  compact := hψ.compact.comp_homeomorph (Homeomorph.addRight a)
  normalized := (integral_add_right_eq_self (fun y => ψ y ^ 2) a).trans hψ.normalized

/-- Displacing a trial packet by `a` leaves its kinetic energy unchanged and lowers its mean
position by `a`. -/
theorem displaced_means {ψ : ℝ → ℝ} (hψ : IsTrial ψ) (a : ℝ) :
    kineticEnergy (displaced a ψ) = kineticEnergy ψ ∧
      expect (fun x => x) (displaced a ψ) = expect (fun x => x) ψ - a := by
  constructor
  · have hd : ∀ x, deriv (fun y => ψ (y + a)) x = deriv ψ (x + a) := by
      intro x
      exact deriv_comp_add_const ..
    show (∫ x, (deriv (fun y => ψ (y + a)) x) ^ 2 / 2) = ∫ x, (deriv ψ x) ^ 2 / 2
    simp only [hd]
    exact integral_add_right_eq_self (fun y => (deriv ψ y) ^ 2 / 2) a
  · -- substitute `y = x + a` in the mean position
    have h := integral_add_right_eq_self (μ := volume) (fun y => (y - a) * ψ y ^ 2) a
    simp only [add_sub_cancel_right] at h
    have h1 : Integrable (fun x : ℝ => x * ψ x ^ 2) := integrable_density hψ continuous_id
    have h2 : Integrable (fun x : ℝ => a * ψ x ^ 2) := integrable_density hψ continuous_const
    show (∫ x, x * ψ (x + a) ^ 2) = (∫ x, x * ψ x ^ 2) - a
    rw [h]
    simp only [sub_mul]
    rw [integral_sub h1 h2, integral_const_mul, hψ.normalized, mul_one]

/-- If `|V| ≤ M` everywhere, the mean of `V` in a trial packet is at most `M` in absolute
value. -/
theorem abs_expect_le {V ψ : ℝ → ℝ} {M : ℝ} (hψ : IsTrial ψ) (hM : ∀ x, |V x| ≤ M) :
    |expect V ψ| ≤ M := by
  have hc : Integrable (fun x : ℝ => M * ψ x ^ 2) := integrable_density hψ continuous_const
  have hp : ∀ x, ‖V x * ψ x ^ 2‖ ≤ M * ψ x ^ 2 := by
    intro x
    rw [Real.norm_eq_abs, abs_mul, abs_of_nonneg (sq_nonneg (ψ x))]
    exact mul_le_mul_of_nonneg_right (hM x) (sq_nonneg _)
  have h := norm_integral_le_of_norm_le hc (ae_of_all _ hp)
  rw [integral_const_mul, hψ.normalized, mul_one, Real.norm_eq_abs] at h
  exact h

/-- For continuous `V` with `|V| ≤ M`, the energy of the displaced packet follows the straight
line `T + F⟨x⟩ - F a` to within `M`, where `T` and `⟨x⟩` belong to the original packet. -/
theorem energy_displaced {V ψ : ℝ → ℝ} {M : ℝ} (hψ : IsTrial ψ) (hV : Continuous V)
    (hM : ∀ x, |V x| ≤ M) (F a : ℝ) :
    |starkEnergy V F (displaced a ψ) -
      (kineticEnergy ψ + F * expect (fun x => x) ψ - F * a)| ≤ M := by
  obtain ⟨hT, hX⟩ := displaced_means hψ a
  obtain ⟨h1, h2⟩ := abs_le.mp (abs_expect_le (trial_displaced hψ a) hM)
  rw [energy_split (trial_displaced hψ a) hV, hT, hX, abs_le]
  constructor <;> linarith

/-- In a field `F > 0` added to a bounded continuous potential, the energy of the trial packet
`ψ(x + a)` tends to minus infinity as `a` grows. -/
theorem energy_tendsto_atBot {V ψ : ℝ → ℝ} {M F : ℝ} (hψ : IsTrial ψ) (hV : Continuous V)
    (hM : ∀ x, |V x| ≤ M) (hF : 0 < F) :
    Tendsto (fun a => starkEnergy V F (displaced a ψ)) atTop atBot := by
  rw [tendsto_atBot]
  intro b
  filter_upwards [eventually_ge_atTop
    ((kineticEnergy ψ + F * expect (fun x => x) ψ + M - b) / F)] with a ha
  rw [div_le_iff₀ hF] at ha
  have h := (abs_le.mp (energy_displaced hψ hV hM F a)).2
  linarith

/-- Every smooth bump function centred at the origin becomes a trial packet when divided by
the square root of the integral of its square. -/
theorem trial_witness (f : ContDiffBump (0 : ℝ)) :
    IsTrial (fun x => f x / √(∫ y, f y ^ 2)) := by
  have hs : HasCompactSupport (fun y => f y ^ 2) := by
    refine f.hasCompactSupport.mono ?_
    intro x hx
    rw [Function.mem_support] at hx ⊢
    intro h0
    exact hx (by simp [h0])
  have h1 : f 0 = 1 := f.one_of_mem_closedBall (Metric.mem_closedBall_self f.rIn_pos.le)
  have hN : 0 < ∫ y, f y ^ 2 :=
    Continuous.integral_pos_of_hasCompactSupport_nonneg_nonzero (x := 0)
      (f.continuous.pow 2) hs (fun y => sq_nonneg (f y)) (by simp [h1])
  refine ⟨f.contDiff.div_const _, f.hasCompactSupport.mono ?_, ?_⟩
  · intro x hx
    rw [Function.mem_support] at hx ⊢
    intro h0
    exact hx (by simp [h0])
  · simp only [div_pow, Real.sq_sqrt hN.le]
    rw [integral_div, div_self hN.ne']

/-- For a bounded continuous potential, the energies of all trial packets have a lower bound
exactly when the field vanishes. -/
theorem bddBelow_iff_field_zero {V : ℝ → ℝ} {M : ℝ} (hV : Continuous V)
    (hM : ∀ x, |V x| ≤ M) (F : ℝ) :
    BddBelow {E | ∃ φ, IsTrial φ ∧ starkEnergy V F φ = E} ↔ F = 0 := by
  constructor
  · rintro ⟨B, hB⟩
    by_contra hF
    have hψ := trial_witness ⟨1, 2, one_pos, one_lt_two⟩
    set ψ : ℝ → ℝ := _ with hdef
    change IsTrial ψ at hψ
    -- displace far enough, in the direction set by the sign of `F`, to pass below `B`
    obtain ⟨a, ha⟩ : ∃ a, F * a =
        kineticEnergy ψ + F * expect (fun x => x) ψ + M - B + 1 :=
      ⟨_, mul_div_cancel₀ _ hF⟩
    have h := (abs_le.mp (energy_displaced hψ hV hM F a)).2
    have hb := hB ⟨displaced a ψ, trial_displaced hψ a, rfl⟩
    linarith
  · rintro rfl
    refine ⟨-M, ?_⟩
    rintro E ⟨φ, hφ, rfl⟩
    have hT : 0 ≤ kineticEnergy φ := integral_nonneg fun x => by positivity
    have h := (abs_le.mp (abs_expect_le hφ hM)).1
    rw [energy_split hφ hV]
    linarith

/-- In a nonzero field added to a bounded continuous potential, no trial packet minimizes the
energy among all trial packets. -/
theorem no_ground_state {V : ℝ → ℝ} {M F : ℝ} (hV : Continuous V)
    (hM : ∀ x, |V x| ≤ M) (hF : F ≠ 0) :
    ¬ ∃ φ, IsTrial φ ∧ ∀ χ, IsTrial χ → starkEnergy V F φ ≤ starkEnergy V F χ := by
  rintro ⟨φ, _, hmin⟩
  refine hF ((bddBelow_iff_field_zero hV hM F).mp ⟨starkEnergy V F φ, ?_⟩)
  rintro E ⟨χ, hχ, rfl⟩
  exact hmin χ hχ

end

end StarkNoGroundState
```

```lean
#print axioms StarkNoGroundState.energy_tendsto_atBot
-- 'StarkNoGroundState.energy_tendsto_atBot' depends on axioms: [propext, Classical.choice, Quot.sound]
#print axioms StarkNoGroundState.bddBelow_iff_field_zero
-- 'StarkNoGroundState.bddBelow_iff_field_zero' depends on axioms: [propext, Classical.choice, Quot.sound]
#print axioms StarkNoGroundState.no_ground_state
-- 'StarkNoGroundState.no_ground_state' depends on axioms: [propext, Classical.choice, Quot.sound]
```

## How the lemmas carry the argument

**Integrability and splitting.** `integrable_density` shows that $W\psi^2$ is integrable for continuous $W$: the product is continuous, and its support lies inside that of $\psi$. It is applied with $W$ equal to $V$, to $x$ and to constants. `energy_split` treats the kinetic density in the same way, using the continuity of $\psi'$. It then regroups the integrand with `ring` and separates the integrals with `integral_add`, which requires the integrability just established.

**Displacement.** `trial_displaced` checks the three conditions on $\psi_a$. The substitution $y=x+a$ is the lemma `integral_add_right_eq_self`, the translation invariance of the integral. In `displaced_means` it appears twice more. For the kinetic energy it follows the derivative rule `deriv_comp_add_const`. For the mean position it is applied to $(y-a)\psi(y)^2$, after which the integral is split and the normalization turns $a\int\psi^2dy$ into $a$.

**The estimate.** `abs_expect_le` bounds the integrand pointwise by $M\psi^2$ and passes to the integral with `norm_integral_le_of_norm_le`. In `energy_displaced` the energy of $\psi_a$ is rewritten by the splitting and displacement lemmas. What remains is the pair of inequalities $-M\le\langle V\rangle_{\psi_a}\le M$, and `linarith` finishes.

**The limit.** In `energy_tendsto_atBot`, the rewrite with `tendsto_atBot` asks that for each `b` the energy be at most `b` for all sufficiently large `a`. The threshold supplied through `eventually_ge_atTop` is the quotient found above. Multiplying by the positive $F$ and using the upper half of the estimate gives the claim.

**A packet to displace.** The equivalence needs at least one trial packet. Where the derivation used a cosine, `trial_witness` uses a smooth bump function $f$ from Mathlib and divides it by $\sqrt{\int f^2dx}$. This integral is positive because $f^2$ is continuous, nonnegative and equal to $1$ at the origin.

**The equivalence and the minimizer.** The forward direction of `bddBelow_iff_field_zero` assumes a lower bound `B` and a nonzero field. It takes the bump with inner radius 1 and outer radius 2, normalizes it, and solves for the displacement by dividing by $F$. That step needs only $F\ne0$, so both signs are handled together. The upper half of `energy_displaced` then contradicts `B`. The reverse direction sets $F=0$ and combines $T\ge0$ with $\langle V\rangle\ge-M$. Finally, `no_ground_state` passes the energy of a supposed minimizer to this equivalence as a lower bound, which forces $F=0$ against the hypothesis.
